# For a positive definite particle-particle matrix, the pair-addition and pair-removal roots nearest zero lie no farther from it than their Tamm-Dancoff values

An interval known to contain the lowest pair-addition energy in the particle-particle random-phase approximation is a useful check on an iterative eigensolver. Diagonalising the pair-addition block A alone, which is the Tamm-Dancoff approximation, supplies one. If the full matrix is positive definite, the lowest addition root lies between zero and the least eigenvalue of A. The pair-removal block C bounds the negative root nearest zero in the same way.

The physical problem is how the coupling B between adding and removing two electrons shifts these energies, measured from twice a chemical potential. The equations are

M z = w W z, M = [[A, B], [Bᵀ, C]], W = diag(1, −1).

Positive definiteness of M stands for a reference state that is stable against pair fluctuations, with the chemical potential placed between removals and additions.

## Matrix, metric and roots

```lean
import Mathlib

open Matrix

namespace ParticleParticleRPA

variable {ι p q : Type*} [Fintype ι] [Fintype p] [Fintype q] [DecidableEq p] [DecidableEq q]
```

The finite index sets `p` and `q` label pair additions and pair removals, and may differ in size. `ι` is any finite index set, used for general lemmas.

```lean
/-- The real number `w` is an eigenvalue of the real matrix `K`, with a nonzero real eigenvector. -/
def IsRoot (K : Matrix ι ι ℝ) (w : ℝ) : Prop :=
  ∃ z : ι → ℝ, z ≠ 0 ∧ K *ᵥ z = w • z
```

`IsRoot K w` says that K z = w z for some real z ≠ 0. "Root" therefore means a real eigenvalue. The symbol `*ᵥ` applies a matrix to a vector, and `⬝ᵥ` is the dot product.

```lean
/-- The particle-particle matrix with pair-addition block `A`, pair-removal block `C` and
coupling `B`. -/
def response (A : Matrix p p ℝ) (B : Matrix p q ℝ) (C : Matrix q q ℝ) :
    Matrix (p ⊕ q) (p ⊕ q) ℝ :=
  fromBlocks A B Bᵀ C
```

This is M, on the disjoint union `p ⊕ q`. The name `response` refers to this matrix and not to a frequency-dependent response function. The blocks are arbitrary real matrices; building them from a molecule's orbital energies and interaction integrals is the step left to the user.

```lean
/-- The indefinite metric: `+1` on pair additions and `-1` on pair removals. -/
def metric (p q : Type*) [DecidableEq p] [DecidableEq q] : Matrix (p ⊕ q) (p ⊕ q) ℝ :=
  fromBlocks 1 0 0 (-1)
```

This is W, with +1 on additions and −1 on removals.

## The least positive root as an extremum

```lean
/-- A nonzero real amplitude vector has positive squared length. -/
theorem self_pos {x : ι → ℝ} (hx : x ≠ 0) : 0 < x ⬝ᵥ x := by
  have h0 : 0 ≤ x ⬝ᵥ x := Finset.sum_nonneg fun i _ => mul_self_nonneg (x i)
  exact lt_of_le_of_ne h0 fun h => hx (dotProduct_self_eq_zero.mp h.symm)
```

A nonzero real vector has xᵀx > 0. This later allows division by xᵀx.

```lean
/-- If a real symmetric matrix has a nonnegative quadratic form, a vector at which the form
vanishes is annihilated by the matrix. -/
theorem kernel_of_form_zero {Q : Matrix ι ι ℝ} (hQ : Qᵀ = Q)
    (hpos : ∀ y, 0 ≤ y ⬝ᵥ Q *ᵥ y) {z : ι → ℝ} (hz : z ⬝ᵥ Q *ᵥ z = 0) : Q *ᵥ z = 0 := by
  by_contra hne
  obtain ⟨y, hy⟩ : ∃ y, y = Q *ᵥ z := ⟨_, rfl⟩
  rw [← hy] at hne hz
  have h2 : z ⬝ᵥ Q *ᵥ y = y ⬝ᵥ y := by
    rw [Matrix.dotProduct_mulVec, ← Matrix.mulVec_transpose, hQ, ← hy]
  -- along y = Q z the form changes by a linear and a quadratic term in the step t
  have key : ∀ t : ℝ, 0 ≤ 2 * t * (y ⬝ᵥ y) + t ^ 2 * (y ⬝ᵥ Q *ᵥ y) := by
    intro t
    have h := hpos (z + t • y)
    simp only [Matrix.mulVec_add, Matrix.mulVec_smul, add_dotProduct, dotProduct_add,
      smul_dotProduct, dotProduct_smul, smul_eq_mul, ← hy, hz, h2] at h
    linarith
  have aux : ∀ s r : ℝ, 0 < s → 0 ≤ r → (∀ t : ℝ, 0 ≤ 2 * t * s + t ^ 2 * r) → False := by
    intro s r hs hr h
    have h1 := h (-(s / (r + 1)))
    have hr1 : r + 1 ≠ 0 := by positivity
    have h3 : 2 * (-(s / (r + 1))) * s + (-(s / (r + 1))) ^ 2 * r
        = -(s ^ 2 * (r + 2) / (r + 1) ^ 2) := by
      field_simp
      ring
    have h4 : 0 < s ^ 2 * (r + 2) / (r + 1) ^ 2 := by positivity
    linarith
  exact aux _ _ (self_pos hne) (hpos y) key
```

Let Q be symmetric with a nonnegative form, and let zᵀQz = 0. Suppose that y = Qz were nonzero. For every real t,

0 ≤ (z + ty)ᵀQ(z + ty) = 2t yᵀy + t² yᵀQy.

Write s = yᵀy > 0 and r = yᵀQy ≥ 0. At t = −s/(r + 1) the right side is −s²(r + 2)/(r + 1)², which is negative. Hence Qz = 0. In Lean, `key` is the expansion and `aux` is the choice of t.

```lean
/-- Let `M` be positive definite and `W` symmetric, with `w yᵀWy ≤ yᵀMy` for all `y`.
A vector `z` that attains equality solves `M z = w W z`. -/
theorem stationary_of_equality {M W : Matrix ι ι ℝ} (hM : M.PosDef) (hW : Wᵀ = W) {w : ℝ}
    (hb : ∀ y, w * (y ⬝ᵥ W *ᵥ y) ≤ y ⬝ᵥ M *ᵥ y) {z : ι → ℝ}
    (hz : z ⬝ᵥ M *ᵥ z ≤ w * (z ⬝ᵥ W *ᵥ z)) : M *ᵥ z = w • (W *ᵥ z) := by
  have hMt : Mᵀ = M := by
    have h := hM.isHermitian.eq
    rwa [Matrix.conjTranspose_eq_transpose_of_trivial] at h
  have hform : ∀ y, y ⬝ᵥ (M - w • W) *ᵥ y = y ⬝ᵥ M *ᵥ y - w * (y ⬝ᵥ W *ᵥ y) := by
    intro y
    simp only [Matrix.sub_mulVec, Matrix.smul_mulVec, dotProduct_sub, dotProduct_smul,
      smul_eq_mul]
  have hk : (M - w • W) *ᵥ z = 0 := by
    apply kernel_of_form_zero
    · rw [Matrix.transpose_sub, Matrix.transpose_smul, hMt, hW]
    · intro y
      rw [hform]
      linarith [hb y]
    · rw [hform]
      linarith [hb z]
  rw [Matrix.sub_mulVec, Matrix.smul_mulVec] at hk
  exact sub_eq_zero.mp hk
```

Suppose that w yᵀWy ≤ yᵀMy for all y, and that z attains equality. Then Q = M − wW has a nonnegative form that vanishes at z, so the previous lemma gives Mz = wWz. The hypothesis `hz` asks only for the reverse inequality at z, which together with `hb` is equality.

```lean
/-- For `M` positive definite and `W` symmetric with `xᵀWx > 0` for some `x`, the problem
`M z = w W z` has a least positive root `w`, and `w yᵀWy ≤ yᵀMy` for all `y`. -/
theorem exists_least_pencil_root {M W : Matrix ι ι ℝ} (hM : M.PosDef) (hW : Wᵀ = W)
    {x : ι → ℝ} (hx : 0 < x ⬝ᵥ W *ᵥ x) :
    ∃ w, IsLeast {v : ℝ | 0 < v ∧ ∃ z : ι → ℝ, z ≠ 0 ∧ M *ᵥ z = v • (W *ᵥ z)} w ∧
      ∀ y, w * (y ⬝ᵥ W *ᵥ y) ≤ y ⬝ᵥ M *ᵥ y := by
  have hpos : ∀ z : ι → ℝ, z ≠ 0 → 0 < z ⬝ᵥ M *ᵥ z := by
    intro z hz
    have h := hM.dotProduct_mulVec_pos hz
    rwa [star_trivial] at h
  have hx0 : x ≠ 0 := by
    rintro rfl
    simp at hx
  have hS : ∀ z ∈ Metric.sphere (0 : ι → ℝ) 1, z ≠ 0 := by
    rintro z hz rfl
    simp at hz
  have hscale : ∀ y : ι → ℝ, y ≠ 0 → ‖y‖⁻¹ • y ∈ Metric.sphere (0 : ι → ℝ) 1 := by
    intro y hy
    rw [mem_sphere_zero_iff_norm, norm_smul, norm_inv, norm_norm,
      inv_mul_cancel₀ (norm_ne_zero_iff.mpr hy)]
  have hc : ∀ N : Matrix ι ι ℝ, Continuous fun z : ι → ℝ => z ⬝ᵥ N *ᵥ z := by
    intro N
    simp only [Matrix.mulVec, dotProduct]
    fun_prop
  -- maximise the quotient of the two forms on the unit sphere
  obtain ⟨f, hf⟩ : ∃ f : (ι → ℝ) → ℝ, ∀ z, f z = (z ⬝ᵥ W *ᵥ z) / (z ⬝ᵥ M *ᵥ z) :=
    ⟨_, fun _ => rfl⟩
  have hcont : ContinuousOn f (Metric.sphere (0 : ι → ℝ) 1) := by
    rw [funext hf]
    exact (hc W).continuousOn.div (hc M).continuousOn fun z hz => (hpos z (hS z hz)).ne'
  obtain ⟨z, hzS, hmax⟩ :=
    (isCompact_sphere (0 : ι → ℝ) 1).exists_isMaxOn ⟨_, hscale x hx0⟩ hcont
  have hz0 := hS z hzS
  have hbound : ∀ y : ι → ℝ, y ≠ 0 → f y ≤ f z := by
    intro y hy
    have h : f (‖y‖⁻¹ • y) ≤ f z := hmax (hscale y hy)
    have hn : ‖y‖⁻¹ ≠ 0 := inv_ne_zero (norm_ne_zero_iff.mpr hy)
    have he : f (‖y‖⁻¹ • y) = f y := by
      rw [hf, hf]
      simp only [Matrix.mulVec_smul, smul_dotProduct, dotProduct_smul, smul_eq_mul]
      rw [mul_div_mul_left _ _ hn, mul_div_mul_left _ _ hn]
    rwa [he] at h
  have hμ : 0 < f z := by
    have h : 0 < f x := by
      rw [hf]
      exact div_pos hx (hpos x hx0)
    exact h.trans_le (hbound x hx0)
  have hB : ∀ y, (f z)⁻¹ * (y ⬝ᵥ W *ᵥ y) ≤ y ⬝ᵥ M *ᵥ y := by
    intro y
    by_cases hy : y = 0
    · subst hy
      simp
    · have h := hbound y hy
      rw [hf y, div_le_iff₀ (hpos y hy)] at h
      rwa [inv_mul_le_iff₀ hμ]
  have heq : z ⬝ᵥ W *ᵥ z = f z * (z ⬝ᵥ M *ᵥ z) := by
    rw [hf z, div_mul_cancel₀ _ (hpos z hz0).ne']
  refine ⟨(f z)⁻¹, ⟨⟨inv_pos.mpr hμ, z, hz0, stationary_of_equality hM hW hB ?_⟩, ?_⟩, hB⟩
  · rw [heq, ← mul_assoc, inv_mul_cancel₀ hμ.ne', one_mul]
  · rintro v ⟨hv, u, hu, huv⟩
    have h1 := hB u
    have h2 := hpos u hu
    rw [huv, dotProduct_smul, smul_eq_mul] at h1 h2
    exact le_of_mul_le_mul_right h1 ((mul_pos_iff_of_pos_left hv).mp h2)
```

Here W is any symmetric matrix whose form is positive somewhere. Consider

f(z) = zᵀWz / zᵀMz.

It is continuous on the unit sphere, which is compact, so it has a maximum μ there. Lean's norm on these vectors is the largest absolute component, but f is unchanged by rescaling z, so μ is the maximum over all nonzero vectors. It is positive because f(x) > 0 for the given x.

Set w = 1/μ. Then f(y) ≤ μ becomes

w yᵀWy ≤ yᵀMy for all y,

with equality at the maximiser, which therefore solves Mz = wWz.

No positive root is smaller. If Mu = vWu with v > 0 and u ≠ 0, then v uᵀWu = uᵀMu > 0, so uᵀWu > 0. The bound reads w uᵀWu ≤ v uᵀWu, and hence w ≤ v. `IsLeast` records both facts: w is a positive root, and no positive root is smaller.

```lean
/-- The eigenvalues of metric times `M` are the roots of `M z = w W z`, `W` being the metric. -/
theorem isRoot_iff (M : Matrix (p ⊕ q) (p ⊕ q) ℝ) (w : ℝ) :
    IsRoot (metric p q * M) w ↔
      ∃ z : p ⊕ q → ℝ, z ≠ 0 ∧ M *ᵥ z = w • (metric p q *ᵥ z) := by
  have hsq : metric p q * metric p q = 1 := by
    simp [metric, Matrix.fromBlocks_multiply]
  constructor
  · rintro ⟨z, hz, h⟩
    refine ⟨z, hz, ?_⟩
    rw [← Matrix.mulVec_smul, ← h, Matrix.mulVec_mulVec, ← mul_assoc, hsq, one_mul]
  · rintro ⟨z, hz, h⟩
    refine ⟨z, hz, ?_⟩
    rw [← Matrix.mulVec_mulVec, h, Matrix.mulVec_smul, Matrix.mulVec_mulVec, hsq,
      Matrix.one_mulVec]
```

Since W² = 1, multiplying by W turns WMz = wz into Mz = wWz and back. The eigenvalues of WM are therefore the roots of the original problem.

```lean
/-- The metric and the particle-particle matrix as quadratic forms in the addition amplitudes
`x` and the removal amplitudes `y`. -/
theorem forms (A : Matrix p p ℝ) (B : Matrix p q ℝ) (C : Matrix q q ℝ) (x : p → ℝ) (y : q → ℝ) :
    Sum.elim x y ⬝ᵥ metric p q *ᵥ Sum.elim x y = x ⬝ᵥ x - y ⬝ᵥ y ∧
    Sum.elim x y ⬝ᵥ response A B C *ᵥ Sum.elim x y
      = x ⬝ᵥ A *ᵥ x + 2 * (x ⬝ᵥ B *ᵥ y) + y ⬝ᵥ C *ᵥ y := by
  have hsum : ∀ (u : p → ℝ) (v : q → ℝ),
      Sum.elim x y ⬝ᵥ Sum.elim u v = x ⬝ᵥ u + y ⬝ᵥ v := by
    intro u v
    simp only [dotProduct, Fintype.sum_sum_type, Sum.elim_inl, Sum.elim_inr]
  constructor
  · rw [metric, Matrix.fromBlocks_mulVec, hsum]
    simp only [Sum.elim_comp_inl, Sum.elim_comp_inr, Matrix.one_mulVec, Matrix.zero_mulVec,
      Matrix.neg_mulVec, add_zero, zero_add, dotProduct_neg]
    ring
  · have h : y ⬝ᵥ Bᵀ *ᵥ x = x ⬝ᵥ B *ᵥ y := by
      rw [Matrix.mulVec_transpose, dotProduct_comm, ← Matrix.dotProduct_mulVec]
    rw [response, Matrix.fromBlocks_mulVec, hsum]
    simp only [Sum.elim_comp_inl, Sum.elim_comp_inr, dotProduct_add, h]
    ring
```

`Sum.elim x y` stacks addition amplitudes x on removal amplitudes y. For z = (x, y),

zᵀWz = xᵀx − yᵀy,
zᵀMz = xᵀAx + 2xᵀBy + yᵀCy.

```lean
/-- For a positive definite particle-particle matrix `M` with both blocks nonempty, metric `W`
times `M` has a least positive root `w` and a greatest negative root `v`; both `w zᵀWz` and
`v zᵀWz` are at most `zᵀMz` for all `z`. -/
theorem exists_extremal_roots [Nonempty p] [Nonempty q] {A : Matrix p p ℝ} {B : Matrix p q ℝ}
    {C : Matrix q q ℝ} (hM : (response A B C).PosDef) :
    ∃ w v, IsLeast {t | 0 < t ∧ IsRoot (metric p q * response A B C) t} w ∧
      IsGreatest {t | t < 0 ∧ IsRoot (metric p q * response A B C) t} v ∧
      (∀ z, w * (z ⬝ᵥ metric p q *ᵥ z) ≤ z ⬝ᵥ response A B C *ᵥ z) ∧
      ∀ z, v * (z ⬝ᵥ metric p q *ᵥ z) ≤ z ⬝ᵥ response A B C *ᵥ z := by
  have hW : (metric p q)ᵀ = metric p q := by
    simp [metric, Matrix.fromBlocks_transpose]
  have hp : 0 < Sum.elim (1 : p → ℝ) (0 : q → ℝ) ⬝ᵥ metric p q *ᵥ Sum.elim 1 0 := by
    rw [(forms A B C 1 0).1, dotProduct_zero, sub_zero]
    exact self_pos one_ne_zero
  have hq : 0 < Sum.elim (0 : p → ℝ) (1 : q → ℝ) ⬝ᵥ (-metric p q) *ᵥ Sum.elim 0 1 := by
    rw [Matrix.neg_mulVec, dotProduct_neg, (forms A B C 0 1).1, dotProduct_zero, zero_sub,
      neg_neg]
    exact self_pos one_ne_zero
  obtain ⟨w, hw, hwb⟩ := exists_least_pencil_root hM hW hp
  -- reversing the metric turns removal roots into positive ones
  obtain ⟨v, ⟨⟨hv, z, hz, hzv⟩, hmin⟩, hvb⟩ :=
    exists_least_pencil_root hM (by rw [Matrix.transpose_neg, hW]) hq
  refine ⟨w, -v, ?_, ⟨⟨neg_lt_zero.mpr hv, (isRoot_iff _ _).2 ⟨z, hz, ?_⟩⟩, ?_⟩, hwb, ?_⟩
  · simpa only [isRoot_iff] using hw
  · rw [hzv, Matrix.neg_mulVec, smul_neg, neg_smul]
  · rintro t ⟨ht, hr⟩
    obtain ⟨u, hu, h⟩ := (isRoot_iff _ _).1 hr
    have h1 : v ≤ -t := hmin ⟨neg_pos.mpr ht, u, hu, by
      rw [h, Matrix.neg_mulVec, smul_neg, neg_smul, neg_neg]⟩
    linarith
  · intro y
    have h := hvb y
    rw [Matrix.neg_mulVec, dotProduct_neg] at h
    linarith
```

The vector with ones on `p` and zeros on `q` makes the form of W positive, so the general lemma gives the least positive root w. For removals, the proof applies the same lemma to −W and reverses the sign of the root, which gives the greatest negative root v. Both obey

w zᵀWz ≤ zᵀMz and v zᵀWz ≤ zᵀMz for all z.

The `Nonempty` assumptions ensure that there is at least one addition and one removal.

## Tamm-Dancoff eigenvectors as trial vectors

```lean
/-- For a positive definite particle-particle matrix with both blocks nonempty, the least positive
root is at most every eigenvalue of `A`, and the negative root nearest zero is at least minus
every eigenvalue of `C`. -/
theorem roots_approach [Nonempty p] [Nonempty q] {A : Matrix p p ℝ} {B : Matrix p q ℝ}
    {C : Matrix q q ℝ} (hM : (response A B C).PosDef) :
    ∃ w v, IsLeast {t | 0 < t ∧ IsRoot (metric p q * response A B C) t} w ∧
      IsGreatest {t | t < 0 ∧ IsRoot (metric p q * response A B C) t} v ∧
      (∀ a, IsRoot A a → w ≤ a) ∧ ∀ c, IsRoot C c → -c ≤ v := by
  obtain ⟨w, v, hw, hv, hwb, hvb⟩ := exists_extremal_roots hM
  refine ⟨w, v, hw, hv, ?_, ?_⟩
  · rintro a ⟨x, hx, hAx⟩
    -- trial vector without removal amplitudes
    have h := hwb (Sum.elim x 0)
    rw [(forms A B C x 0).1, (forms A B C x 0).2, hAx] at h
    simp only [Matrix.mulVec_zero, dotProduct_zero, dotProduct_smul, smul_eq_mul, mul_zero,
      add_zero, sub_zero] at h
    exact le_of_mul_le_mul_right h (self_pos hx)
  · rintro c ⟨y, hy, hCy⟩
    -- trial vector without addition amplitudes
    have h := hvb (Sum.elim 0 y)
    rw [(forms A B C 0 y).1, (forms A B C 0 y).2, hCy] at h
    simp only [zero_dotProduct, dotProduct_smul, smul_eq_mul, mul_zero, zero_add, zero_sub] at h
    have h1 : -c * (y ⬝ᵥ y) ≤ v * (y ⬝ᵥ y) := by linarith
    exact le_of_mul_le_mul_right h1 (self_pos hy)
```

In words: w and v exist, every eigenvalue a of A satisfies w ≤ a, and every eigenvalue c of C satisfies −c ≤ v. In particular this holds for the least a and the least c.

Take Ax = ax with xᵀx = 1. For the trial vector (x, 0) the forms of W and M are 1 and a, so the first bound reads w ≤ a. Take Cy = cy with yᵀy = 1. For (0, y) the forms are −1 and c, so the second bound reads −v ≤ c. Lean keeps the vectors unnormalised and cancels xᵀx or yᵀy at the end.

For electronic structure, this means that within a finite, real, positive definite particle-particle problem the Tamm-Dancoff gap a + c between pair addition and pair removal, with a and c the least eigenvalues of A and C, is never smaller than the coupled gap w − v. This is a two-electron gap, not the gap for adding and removing a single electron.

```lean
/-- For a positive definite particle-particle matrix with least positive root `w` and greatest
negative root `v`: `w < a` if an eigenvector `x` of `A` at `a` has `Bᵀx ≠ 0`, and `-c < v` if an
eigenvector `y` of `C` at `c` has `By ≠ 0`. -/
theorem strict_approach {A : Matrix p p ℝ} {B : Matrix p q ℝ} {C : Matrix q q ℝ}
    (hM : (response A B C).PosDef) {w v : ℝ}
    (hw : IsLeast {t | 0 < t ∧ IsRoot (metric p q * response A B C) t} w)
    (hv : IsGreatest {t | t < 0 ∧ IsRoot (metric p q * response A B C) t} v) :
    (∀ a x, A *ᵥ x = a • x → Bᵀ *ᵥ x ≠ 0 → w < a) ∧
      ∀ c y, C *ᵥ y = c • y → B *ᵥ y ≠ 0 → -c < v := by
  have hW : (metric p q)ᵀ = metric p q := by
    simp [metric, Matrix.fromBlocks_transpose]
  constructor
  · intro a x hAx hBx
    have hq : Nonempty q := (Function.ne_iff.mp hBx).nonempty
    have hx : x ≠ 0 := fun h => hBx (by rw [h, Matrix.mulVec_zero])
    have hp : Nonempty p := (Function.ne_iff.mp hx).nonempty
    obtain ⟨w', _, hw', _, hb, _⟩ := exists_extremal_roots hM
    rw [← hw.unique hw'] at hb
    by_contra hn
    -- otherwise the trial vector is itself stationary, which forces Bᵀ x = 0
    have hk := stationary_of_equality hM hW hb (z := Sum.elim x 0) (by
      rw [(forms A B C x 0).1, (forms A B C x 0).2, hAx]
      simp only [Matrix.mulVec_zero, dotProduct_zero, dotProduct_smul, smul_eq_mul, mul_zero,
        add_zero, sub_zero]
      exact mul_le_mul_of_nonneg_right (not_lt.mp hn) (self_pos hx).le)
    apply hBx
    funext j
    have h := congrFun hk (Sum.inr j)
    simpa [response, metric, Matrix.fromBlocks_mulVec] using h
  · intro c y hCy hBy
    have hp : Nonempty p := (Function.ne_iff.mp hBy).nonempty
    have hy : y ≠ 0 := fun h => hBy (by rw [h, Matrix.mulVec_zero])
    have hq : Nonempty q := (Function.ne_iff.mp hy).nonempty
    obtain ⟨_, v', _, hv', _, hb⟩ := exists_extremal_roots hM
    rw [← hv.unique hv'] at hb
    by_contra hn
    have hk := stationary_of_equality hM hW hb (z := Sum.elim 0 y) (by
      rw [(forms A B C 0 y).1, (forms A B C 0 y).2, hCy]
      simp only [zero_dotProduct, dotProduct_smul, smul_eq_mul, mul_zero, zero_add, zero_sub]
      have h1 := mul_le_mul_of_nonneg_right (not_lt.mp hn) (self_pos hy).le
      linarith)
    apply hBy
    funext i
    have h := congrFun hk (Sum.inl i)
    simpa [response, metric, Matrix.fromBlocks_mulVec] using h

end ParticleParticleRPA
```

The approach is strict when the coupling acts on the eigenvector. Let Ax = ax with Bᵀx ≠ 0, and suppose that a ≤ w. Then z = (x, 0) attains equality in the first bound, so Mz = wWz. The removal block of this equation is Bᵀx = 0, a contradiction; hence w < a. Lean reads off that block with `congrFun hk (Sum.inr j)`. For Cy = cy with By ≠ 0, the addition block gives −c < v in the same way.

The same argument also shows the effect of truncating the pair space with the orbitals and all remaining matrix elements held fixed, though this consequence has no Lean proof here. Delete some pair additions or removals from M, keeping at least one of each, and let w′ be the least positive root of the smaller problem. Its eigenvector, padded with zeros, is a trial vector for the full problem, and it gives w ≤ w′.

```lean
#print axioms ParticleParticleRPA.roots_approach
#print axioms ParticleParticleRPA.strict_approach
```

```
'ParticleParticleRPA.roots_approach' depends on axioms: [propext, Classical.choice, Quot.sound]
'ParticleParticleRPA.strict_approach' depends on axioms: [propext, Classical.choice, Quot.sound]
```
